# An idempotent linear density fit has nonnegative robust self-repulsions exactly when it is symmetric in the Coulomb metric

## A skew fit in the plane

Let densities be vectors u = (x, y) in the plane, with the ordinary dot product ⟨u,v⟩ as their Coulomb repulsion. Fit each density by a multiple of (1, 0), using a fixed real number s:

F(x, y) = (x + s y, 0)

A second fit changes nothing, so F(Fu) = Fu. The robust estimate of the self-repulsion is

2⟨Fu,u⟩ − ⟨Fu,Fu⟩ = 2(x + s y)x − (x + s y)² = x² − s²y²

The exact value is x² + y². For s ≠ 0 the density (0, 1) therefore receives the negative self-repulsion −s². Only s = 0, the perpendicular projection, avoids this.

## Robust repulsion and the condition on the fit

In general, densities may take both signs; they are the vectors of a real inner-product space E, and ⟨u,v⟩ is their Coulomb repulsion. A fit is a linear map F from E to E. The robust repulsion is

R(u,v) = ⟨Fu,v⟩ + ⟨u,Fv⟩ − ⟨Fu,Fv⟩

Its error is a product of two fitting residuals:

⟨u,v⟩ − R(u,v) = ⟨u − Fu, v − Fv⟩

Idempotence, F(Fu) = Fu, says that a density already lying in the fitting space is reproduced exactly. For such a fit,

R(u,u) ≥ 0 for all u, if and only if ⟨Fu,v⟩ = ⟨u,Fv⟩ for all u and v.

The second condition is symmetry in the Coulomb metric. Together with idempotence it makes F the Coulomb-orthogonal projection onto its fitted densities.

## Derivation

**Symmetry as normal equations.** If F is symmetric and idempotent, then

⟨Fu, v − Fv⟩ = ⟨u, Fv − F(Fv)⟩ = 0

so every residual is orthogonal to every fitted density. Conversely, this orthogonality gives ⟨Fu,v⟩ = ⟨Fu,Fv⟩ and, with u and v exchanged, ⟨u,Fv⟩ = ⟨Fu,Fv⟩. Hence ⟨Fu,v⟩ = ⟨u,Fv⟩.

**A non-symmetric fit.** Some a and b now satisfy ⟨Fa, b − Fb⟩ ≠ 0. Put w = Fa and k = b − Fb, so that Fw = w and Fk = 0. For real t, the density w + t k has fit w, and

R(w + t k, w + t k) = 2⟨w, w + t k⟩ − ⟨w,w⟩ = ⟨w,w⟩ + 2t⟨w,k⟩

This is a straight line in t with nonzero slope. Given any bound M, the choice

t = (M − 1 − ⟨w,w⟩) / (2⟨w,k⟩)

gives the value M − 1. Densities sharing the single fit w thus have arbitrarily negative robust self-repulsions.

**A symmetric fit.** Here ⟨Fu,v⟩ = ⟨u,Fv⟩, and ⟨Fu,Fv⟩ = ⟨u,F(Fv)⟩ = ⟨u,Fv⟩. The three terms of R are equal up to sign, and

R(u,v) = ⟨Fu,Fv⟩, so R(u,u) = ‖Fu‖² ≥ 0

For densities ρᵢ and real coefficients cᵢ, i running over a finite set, linearity gives

∑ᵢ ∑ⱼ cᵢ cⱼ R(ρᵢ,ρⱼ) = ‖F(∑ᵢ cᵢ ρᵢ)‖²

The matrix of robust integrals is therefore positive semidefinite.

## Without idempotence

Both directions fail for general linear maps. The map Fu = 3u is symmetric, yet R(u,u) = 6⟨u,u⟩ − 9⟨u,u⟩ = −3⟨u,u⟩. In the plane, let Fu = u + Ju/2, where J is the rotation by 90°. Then R(u,u) = ‖u‖² − ‖Ju/2‖² = (3/4)‖u‖² ≥ 0, although F is not symmetric.

## Fitting in an integral code

With linearly independent auxiliary functions P, Q, …, a Coulomb-metric fit solves

∑_Q (P|Q) d_Q = (P|ρ)

for the coefficients d_Q of the fitted density, where (P|Q) = ⟨P,Q⟩ is the Coulomb repulsion. A code can factor the matrix (P|Q) as L Lᵀ, solve L B = (P|ρ) for all pair densities ρ (products of two orbitals), and form the integrals as BᵀB, which is positive semidefinite by construction.

A fit in the overlap metric is also idempotent but generally not Coulomb-symmetric. When it is not, the three robust terms do not reduce to ⟨Fu,Fv⟩, and some density in E has a negative robust self-repulsion. Whether that density is a combination of the orbital products in a given calculation is a separate question. Local schemes whose fitting domain changes with the orbital pair need not define one linear idempotent map at all.

## The Lean statement

`E` is any real inner-product space; neither finite dimension nor completeness is assumed. Its inner product `⟪u, v⟫_ℝ` stands for the Coulomb repulsion, whose positive definiteness is thus part of the model. The fit is `F : E →ₗ[ℝ] E`, idempotence is the hypothesis `hF`, and R is `robust F`. `F.IsSymmetric` is the symmetry condition above.

The main theorem is `robust_nonneg_iff_symmetric`. The file takes the fit as given: it does not construct one from an auxiliary basis, and it does not treat rounding errors. In the plane example, `u 0` and `u 1` are x and y.

```lean
import Mathlib

open scoped InnerProductSpace

namespace RobustFitPositivity

noncomputable section

variable {E : Type*} [NormedAddCommGroup E] [InnerProductSpace ℝ E]

/-- The robust approximation to the Coulomb repulsion of the densities `u` and `v`,
built from the fitted densities `F u` and `F v`. The inner product is the Coulomb repulsion. -/
def robust (F : E →ₗ[ℝ] E) (u v : E) : ℝ :=
  ⟪F u, v⟫_ℝ + ⟪u, F v⟫_ℝ - ⟪F u, F v⟫_ℝ

/-- An idempotent fit is symmetric if and only if every fitting residual is
Coulomb-orthogonal to every fitted density. -/
theorem symmetric_iff_residual_orthogonal (F : E →ₗ[ℝ] E) (hF : ∀ u, F (F u) = F u) :
    F.IsSymmetric ↔ ∀ u v, ⟪F u, v - F v⟫_ℝ = 0 := by
  constructor
  · intro h u v
    have h1 : ⟪F u, v - F v⟫_ℝ = ⟪u, F (v - F v)⟫_ℝ := h u (v - F v)
    rw [h1, map_sub, hF, sub_self, inner_zero_right]
  · intro h u v
    have h1 := h u v
    have h2 := h v u
    rw [inner_sub_right] at h1 h2
    have h3 : ⟪F v, u⟫_ℝ = ⟪u, F v⟫_ℝ := real_inner_comm _ _
    have h4 : ⟪F v, F u⟫_ℝ = ⟪F u, F v⟫_ℝ := real_inner_comm _ _
    change ⟪F u, v⟫_ℝ = ⟪u, F v⟫_ℝ
    linarith

/-- Adding `t` times a density `k` that the fit does not see to a density `w` that it
reproduces changes the robust self-repulsion linearly in `t`. -/
theorem robust_add_unseen (F : E →ₗ[ℝ] E) {w k : E} (hw : F w = w) (hk : F k = 0) (t : ℝ) :
    robust F (w + t • k) (w + t • k) = ⟪w, w⟫_ℝ + 2 * t * ⟪w, k⟫_ℝ := by
  have hfit : F (w + t • k) = w := by
    rw [map_add, map_smul, hw, hk, smul_zero, add_zero]
  unfold robust
  rw [hfit, inner_add_right, inner_add_left, real_inner_smul_right, real_inner_smul_left]
  linear_combination t * real_inner_comm w k

/-- If an idempotent fit is not symmetric, there is a fitted density `w` such that densities
with this same fit `w` have robust self-repulsions below any given bound. -/
theorem robust_unbounded_below (F : E →ₗ[ℝ] E) (hF : ∀ u, F (F u) = F u)
    (hns : ¬ F.IsSymmetric) :
    ∃ w, F w = w ∧ ∀ M : ℝ, ∃ u, F u = w ∧ robust F u u < M := by
  rw [symmetric_iff_residual_orthogonal F hF] at hns
  -- a fitted density and a fitting residual that are not Coulomb-orthogonal
  obtain ⟨a, ha⟩ := not_forall.mp hns
  obtain ⟨b, hb⟩ := not_forall.mp ha
  have hk : F (b - F b) = 0 := by rw [map_sub, hF, sub_self]
  refine ⟨F a, hF a, fun M => ?_⟩
  -- choose the amount of residual that brings the self-repulsion to `M - 1`
  let t : ℝ := (M - 1 - ⟪F a, F a⟫_ℝ) / (2 * ⟪F a, b - F b⟫_ℝ)
  have ht : t * (2 * ⟪F a, b - F b⟫_ℝ) = M - 1 - ⟪F a, F a⟫_ℝ :=
    div_mul_cancel₀ _ (mul_ne_zero two_ne_zero hb)
  refine ⟨F a + t • (b - F b), ?_, ?_⟩
  · rw [map_add, map_smul, hF, hk, smul_zero, add_zero]
  · rw [robust_add_unseen F (hF a) hk t]
    linarith

/-- For a symmetric idempotent fit the robust repulsion of two densities equals the
repulsion of their fitted densities. -/
theorem robust_eq_fitted (F : E →ₗ[ℝ] E) (hF : ∀ u, F (F u) = F u)
    (hs : F.IsSymmetric) (u v : E) : robust F u v = ⟪F u, F v⟫_ℝ := by
  have h1 : ⟪F u, v⟫_ℝ = ⟪u, F v⟫_ℝ := hs u v
  have h2 : ⟪F u, F v⟫_ℝ = ⟪u, F (F v)⟫_ℝ := hs u (F v)
  rw [hF] at h2
  unfold robust
  linarith

/-- **Positivity of robust fitting.** For an idempotent linear fit, all robust
self-repulsions are nonnegative if and only if the fit is symmetric in the Coulomb metric. -/
theorem robust_nonneg_iff_symmetric (F : E →ₗ[ℝ] E) (hF : ∀ u, F (F u) = F u) :
    (∀ u, 0 ≤ robust F u u) ↔ F.IsSymmetric := by
  constructor
  · intro h
    by_contra hns
    obtain ⟨w, _, hw⟩ := robust_unbounded_below F hF hns
    obtain ⟨u, _, hu⟩ := hw 0
    exact absurd (h u) (not_le_of_gt hu)
  · intro hs u
    rw [robust_eq_fitted F hF hs]
    exact real_inner_self_nonneg

/-- For a symmetric idempotent fit, the quadratic form of the matrix of robust integrals over
finitely many pair densities `ρ i` is the squared Coulomb norm of the fitted combination. -/
theorem robust_matrix_quadratic_form {ι : Type*} [Fintype ι] (F : E →ₗ[ℝ] E)
    (hF : ∀ u, F (F u) = F u) (hs : F.IsSymmetric) (ρ : ι → E) (c : ι → ℝ) :
    ∑ i, ∑ j, c i * c j * robust F (ρ i) (ρ j) = ‖F (∑ i, c i • ρ i)‖ ^ 2 := by
  rw [← real_inner_self_eq_norm_sq, map_sum, sum_inner]
  refine Finset.sum_congr rfl fun i _ => ?_
  rw [inner_sum]
  refine Finset.sum_congr rfl fun j _ => ?_
  rw [robust_eq_fitted F hF hs, map_smul, map_smul, real_inner_smul_left,
    real_inner_smul_right]
  ring

/-- The oblique fit `(x, y) ↦ (x + s y, 0)` of plane densities by multiples of `(1, 0)`. -/
def obliqueFit (s : ℝ) : EuclideanSpace ℝ (Fin 2) →ₗ[ℝ] EuclideanSpace ℝ (Fin 2) where
  toFun u := !₂[u 0 + s * u 1, 0]
  map_add' u v := by
    ext i
    fin_cases i
    · simp
      ring
    · simp
  map_smul' a u := by
    ext i
    fin_cases i
    · simp
      ring
    · simp

/-- The oblique fit is idempotent, and its robust self-repulsion of the density `(x, y)`
is `x² - s² y²`. -/
theorem obliqueFit_witness (s : ℝ) :
    (∀ u, obliqueFit s (obliqueFit s u) = obliqueFit s u) ∧
      ∀ u, robust (obliqueFit s) u u = u 0 ^ 2 - s ^ 2 * u 1 ^ 2 := by
  constructor
  · intro u
    ext i
    fin_cases i <;> simp [obliqueFit]
  · intro u
    -- write the Coulomb products in coordinates before evaluating the fit
    simp only [robust, PiLp.inner_apply, Fin.sum_univ_two]
    simp [obliqueFit]
    ring

/-- The oblique fit is symmetric if and only if its skewness `s` vanishes. -/
theorem obliqueFit_symmetric_iff (s : ℝ) : (obliqueFit s).IsSymmetric ↔ s = 0 := by
  obtain ⟨hid, hrob⟩ := obliqueFit_witness s
  rw [← robust_nonneg_iff_symmetric _ hid]
  constructor
  · intro h
    -- test on the density `(0, 1)`
    have h1 := h !₂[0, 1]
    rw [hrob] at h1
    have h2 : s ^ 2 ≤ 0 := by simpa using h1
    exact pow_eq_zero_iff two_ne_zero |>.mp (le_antisymm h2 (sq_nonneg s))
  · intro hs u
    rw [hrob, hs]
    nlinarith [sq_nonneg (u 0)]

end

end RobustFitPositivity
```

```lean
#print axioms RobustFitPositivity.robust_nonneg_iff_symmetric
#print axioms RobustFitPositivity.robust_matrix_quadratic_form
#print axioms RobustFitPositivity.obliqueFit_symmetric_iff
```

```
'RobustFitPositivity.robust_nonneg_iff_symmetric' depends on axioms: [propext, Classical.choice, Quot.sound]
'RobustFitPositivity.robust_matrix_quadratic_form' depends on axioms: [propext, Classical.choice, Quot.sound]
'RobustFitPositivity.obliqueFit_symmetric_iff' depends on axioms: [propext, Classical.choice, Quot.sound]
```

## How the proof runs

`symmetric_iff_residual_orthogonal` proves the normal equations. Its reverse direction writes the orthogonality condition for both orders of u and v, and `linarith` combines them.

`robust_add_unseen` computes the straight line in t. It first establishes that the fit of w + t k is w, then expands the inner products; `linear_combination` identifies ⟨k,w⟩ with ⟨w,k⟩.

`robust_unbounded_below` extracts a and b from the failure of orthogonality and inserts the t given above. The hypothesis `hb`, that the Coulomb product ⟨Fa, b − Fb⟩ is nonzero, justifies the division.

`robust_eq_fitted` applies symmetry twice and idempotence once. The main theorem then takes M = 0 in the unbounded case to contradict nonnegativity, and uses `real_inner_self_nonneg` in the symmetric case. `robust_matrix_quadratic_form` expands the squared norm into a double sum and matches it term by term.

For the skew fit, `obliqueFit_witness` checks idempotence and the formula x² − s²y² in coordinates. `obliqueFit_symmetric_iff` turns symmetry into nonnegativity through the main theorem; the density (0, 1) then forces s² ≤ 0, hence s = 0.
